# Exponential cancellation in Racah's sum for (j j j; 0 0 0) with even j

For $j=2$, Racah's sum is proportional to

$$\binom20^3-\binom21^3+\binom22^3=1-8+1=-6.$$

The largest term has modulus 8, the result only 6. For $j=4$ the sum is $1-64+216-64+1=90$, and the ratio has risen from $4/3$ to $12/5$. For $j=2n$, write

$$S_n=\sum_{k=0}^{2n}(-1)^k\binom{2n}{k}^3 .$$

Then

$$S_n=(-1)^n\frac{(3n)!}{(n!)^3},\qquad \frac{\binom{2n}{n}^3}{|S_n|}\ge\frac{(64/27)^n}{(2n+1)^3}.$$

Here (j j j; 0 0 0) is a Wigner 3j symbol, with the angular momenta before the semicolon and their projections after it. Such symbols enter integrals of three spherical harmonics. For three equal even $j$ and zero projections, the bound shows that summing the series directly in floating point can lose a number of digits that grows linearly with $j$.

## A recurrence for a wider family

For natural numbers $a,b$ and $N=a+b$, let

$$D(b,N)=\sum_{i=0}^{2b}(-1)^i\binom{2b}{i}\binom Ni\binom N{2b-i}.$$

Fix $i$ and put $r=2b-i$, $w=(-1)^i\binom{2b}i$, $U=\binom Ni$, $U'=\binom{N+1}i$, $V=\binom Nr$, $V'=\binom{N+1}r$. Raising the upper index gives

$$(N+1-i)U'=(N+1)U,\qquad (N+1-r)V'=(N+1)V.$$

Multiply the first equation by $V'+V$ and the second by $U'+U$, add them, and subtract $(i+r)UV$ from both sides. Since $i+r=2b$,

$$2(a+1)U'V'-2(a+2b+1)UV=i(U'-U)V+rU(V'-V).$$

Define $G_i=w\,i\,(U'-U)V$. Pascal's rule and $(i+1)\binom{2b}{i+1}=r\binom{2b}i$ give $G_{i+1}=-w\,r\,U(V'-V)$, so $w$ times the right-hand side is $G_i-G_{i+1}$. Summed over $i$, this leaves $G_0-G_{2b+1}=0$, hence

$$(a+1)D(b,a+b+1)=(a+2b+1)D(b,a+b).$$

At $a=0$ only $i=b$ survives, so $D(b,b)=(-1)^b(2b)!/(b!)^2$. Induction on $a$ yields

$$D(b,a+b)=(-1)^b\frac{(a+2b)!}{a!\,(b!)^2}.$$

Setting $a=b=n$ and using $\binom{2n}{2n-i}=\binom{2n}i$ gives $S_n$.

## Bounding the ratio

The $2n+1$ binomials in row $2n$ add up to $4^n$, and none exceeds the central one, so $4^n\le(2n+1)\binom{2n}n$. Also $(3m+3)(3m+2)(3m+1)\le27(m+1)^3$, so induction gives $|S_n|\le27^n$. Cubing the first estimate and dividing by the second proves the bound.

If $0<c<64/27$, then $(64/(27c))^n$ eventually exceeds $(2n+1)^3$, and the ratio eventually exceeds $c^n$. Without the upper limit on $c$ this fails, already at $c=64/27$. The ratio starts at 1 for $n=0$, and each step multiplies it by

$$\frac{8(2n+1)^3}{3(n+1)(3n+1)(3n+2)}<\frac{64}{27},$$

so it lies below $(64/27)^n$ for every $n\ge1$. This counter-example is a direct calculation, separate from the Lean development.

## Racah's formula in Lean

```lean
import Mathlib

open Finset
open scoped Nat

namespace RacahCancellation

noncomputable section
```

The angular momentum `j` is a natural number. This leaves out no physical case, since a zero projection requires integer $j$. The sums are real-valued, and `range (j + 1)` runs from 0 to $j$.

```lean
/-- Racah's alternating factorial sum for the 3j symbol (j j j; 0 0 0). -/
def racahSum (j : ℕ) : ℝ :=
  ∑ k ∈ range (j + 1), (-1 : ℝ) ^ k / ((k ! : ℝ) ^ 3 * ((j - k)! : ℝ) ^ 3)
```

The 3j symbol is defined by Racah's formula, not derived from the coupling of angular momentum states. The square root is the triangle factor; the outer $(j!)^3$ comes from the zero projections.

```lean
/-- The 3j symbol (j j j; 0 0 0) for integer j, as given by Racah's formula. -/
def threeJZero (j : ℕ) : ℝ :=
  √((j ! : ℝ) ^ 3 / ((3 * j + 1)! : ℝ)) * ((j ! : ℝ) ^ 3 * racahSum j)

/-- The alternating sum of cubed binomial coefficients of order j. -/
def alternatingCubes (j : ℕ) : ℝ :=
  ∑ k ∈ range (j + 1), (-1 : ℝ) ^ k * (j.choose k : ℝ) ^ 3
```

`alternatingCubes (2 * n)` is $S_n$, and `dixonSum b N` is $D(b,N)$.

```lean
/-- A two-parameter family of alternating sums of products of three binomials. -/
def dixonSum (b N : ℕ) : ℝ :=
  ∑ i ∈ range (2 * b + 1),
    (-1 : ℝ) ^ i * ((2 * b).choose i : ℝ) * (N.choose i : ℝ) * (N.choose (2 * b - i) : ℝ)
```

Multiplying each Racah term by $(j!)^3$ turns it into a cubed binomial with the same alternating sign.

```lean
/-- Racah's sum, multiplied by (j!)³, is the alternating sum of cubed binomials. -/
theorem factorial_mul_racahSum (j : ℕ) :
    (j ! : ℝ) ^ 3 * racahSum j = alternatingCubes j := by
  unfold racahSum alternatingCubes
  rw [Finset.mul_sum]
  refine Finset.sum_congr rfl fun k hk => ?_
  have hk' : k ≤ j := by
    have := Finset.mem_range.mp hk
    omega
  rw [Nat.cast_choose ℝ hk', div_pow, mul_pow]
  ring
```

## The telescoping proof

The next lemma is the rule for raising the upper index, including the case where the binomials vanish.

```lean
/-- Raising the upper index of a binomial coefficient by one. -/
theorem choose_step (N i : ℕ) :
    ((N : ℝ) + 1 - i) * ((N + 1).choose i : ℝ) = ((N : ℝ) + 1) * (N.choose i : ℝ) := by
  rcases le_or_gt i (N + 1) with h | h
  · have e := congrArg (Nat.cast : ℕ → ℝ) (Nat.choose_mul_succ_eq N i)
    rw [Nat.cast_mul, Nat.cast_mul, Nat.cast_sub h] at e
    push_cast at e
    linarith
  · rw [Nat.choose_eq_zero_of_lt h, Nat.choose_eq_zero_of_lt (by omega : N < i)]
    simp
```

In the recurrence, the local variable `j` is the $r$ above. `hU` and `hV` are the two upper-index equations, and `hG` rewrites $G_{i+1}$.

The proof turns on `linear_combination`. It is given the multipliers for known equations, and `ring` checks that the goal differs from their combination by a polynomial identity. The last call in `key` supplies exactly $V'+V$ and $U'+U$, times $w$. `Finset.sum_range_sub'` then collapses the sum.

```lean
/-- The sums with N = a + b obey a first-order recurrence in a. -/
theorem dixonSum_step (a b : ℕ) :
    ((a : ℝ) + 1) * dixonSum b (a + b + 1) = ((a : ℝ) + 2 * b + 1) * dixonSum b (a + b) := by
  let G : ℕ → ℝ := fun i => (-1 : ℝ) ^ i * ((2 * b).choose i : ℝ) * (i : ℝ) *
    (((a + b + 1).choose i : ℝ) - ((a + b).choose i : ℝ)) * ((a + b).choose (2 * b - i) : ℝ)
  -- each term of the recurrence is a difference of neighbouring values of G
  have key : ∀ i ∈ range (2 * b + 1),
      2 * (((a : ℝ) + 1) * ((-1 : ℝ) ^ i * ((2 * b).choose i : ℝ) *
        ((a + b + 1).choose i : ℝ) * ((a + b + 1).choose (2 * b - i) : ℝ))) -
      2 * (((a : ℝ) + 2 * b + 1) * ((-1 : ℝ) ^ i * ((2 * b).choose i : ℝ) *
        ((a + b).choose i : ℝ) * ((a + b).choose (2 * b - i) : ℝ))) = G i - G (i + 1) := by
    intro i hi
    have hi' : i ≤ 2 * b := by
      have := Finset.mem_range.mp hi
      omega
    obtain ⟨j, hj⟩ := Nat.exists_eq_add_of_le hi'
    have hjb : 2 * b - i = j := by omega
    have hR : 2 * (b : ℝ) = i + j := by exact_mod_cast hj
    have hjR : (j : ℝ) = 2 * b - i := by linarith
    have hU := choose_step (a + b) i
    have hV := choose_step (a + b) j
    have h1 : ((2 * b).choose (i + 1) : ℝ) * ((i : ℝ) + 1) = ((2 * b).choose i : ℝ) * j := by
      have := Nat.choose_succ_right_eq (2 * b) i
      rw [hjb] at this
      exact_mod_cast this
    have h2 : ((a + b + 1).choose (i + 1) : ℝ) =
        ((a + b).choose i : ℝ) + ((a + b).choose (i + 1) : ℝ) := by
      exact_mod_cast Nat.choose_succ_succ' (a + b) i
    have h3 : (j : ℝ) * ((a + b).choose (2 * b - (i + 1)) : ℝ) =
        j * (((a + b + 1).choose j : ℝ) - ((a + b).choose j : ℝ)) := by
      rcases Nat.eq_zero_or_pos j with h0 | h0
      · simp [h0]
      · obtain ⟨l, rfl⟩ : ∃ l, j = l + 1 := ⟨j - 1, by omega⟩
        have e : 2 * b - (i + 1) = l := by omega
        have p : ((a + b + 1).choose (l + 1) : ℝ) =
            ((a + b).choose l : ℝ) + ((a + b).choose (l + 1) : ℝ) := by
          exact_mod_cast Nat.choose_succ_succ' (a + b) l
        rw [e, p]
        ring
    have hG : G (i + 1) = -((-1 : ℝ) ^ i * ((2 * b).choose i : ℝ) * j *
        ((a + b).choose i : ℝ) *
        (((a + b + 1).choose j : ℝ) - ((a + b).choose j : ℝ))) := by
      simp only [G]
      rw [h2, pow_succ, Nat.cast_add, Nat.cast_one]
      linear_combination
        (-(-1 : ℝ) ^ i * ((a + b).choose i : ℝ) *
          ((a + b).choose (2 * b - (i + 1)) : ℝ)) * h1 -
        ((-1 : ℝ) ^ i * ((2 * b).choose i : ℝ) * ((a + b).choose i : ℝ)) * h3
    rw [hG]
    simp only [G, hjb]
    rw [Nat.cast_add] at hU hV
    rw [hjR] at hV ⊢
    linear_combination ((-1 : ℝ) ^ i * ((2 * b).choose i : ℝ)) *
      ((((a + b + 1).choose j : ℝ) + ((a + b).choose j : ℝ)) * hU +
       (((a + b + 1).choose i : ℝ) + ((a + b).choose i : ℝ)) * hV)
  have total : 2 * (((a : ℝ) + 1) * dixonSum b (a + b + 1)) -
      2 * (((a : ℝ) + 2 * b + 1) * dixonSum b (a + b)) = G 0 - G (2 * b + 1) := by
    rw [← Finset.sum_range_sub' G, ← Finset.sum_congr rfl key]
    simp only [dixonSum, Finset.mul_sum, Finset.sum_sub_distrib]
  have g0 : G 0 = 0 := by simp [G]
  have g1 : G (2 * b + 1) = 0 := by simp [G]
  linarith
```

The closed form is stated without division. Its `zero` case isolates the middle term, and its `succ` case combines the recurrence with the induction hypothesis.

```lean
/-- Closed form of the sums with N = a + b, with denominators cleared. -/
theorem dixonSum_closed (a b : ℕ) :
    dixonSum b (a + b) * ((a ! : ℝ) * (b ! : ℝ) ^ 2) = (-1) ^ b * ((a + 2 * b)! : ℝ) := by
  induction a with
  | zero =>
    -- only the middle term survives
    have h : dixonSum b b = (-1) ^ b * ((2 * b).choose b : ℝ) := by
      unfold dixonSum
      rw [Finset.sum_eq_single b]
      · rw [show 2 * b - b = b by omega]
        simp
      · intro i _ hne
        rcases lt_or_gt_of_ne hne with h | h
        · rw [Nat.choose_eq_zero_of_lt (by omega : b < 2 * b - i)]
          simp
        · rw [Nat.choose_eq_zero_of_lt h]
          simp
      · intro hb
        exact absurd (Finset.mem_range.mpr (by omega)) hb
    have f := Nat.choose_mul_factorial_mul_factorial (show b ≤ 2 * b by omega)
    rw [show 2 * b - b = b by omega] at f
    have f' : ((2 * b).choose b : ℝ) * (b ! : ℝ) * (b ! : ℝ) = ((2 * b)! : ℝ) := by
      exact_mod_cast f
    rw [Nat.zero_add, Nat.zero_add, h, Nat.factorial_zero, Nat.cast_one]
    linear_combination (-1 : ℝ) ^ b * f'
  | succ a ih =>
    rw [show a + 1 + b = a + b + 1 by ring, show a + 1 + 2 * b = (a + 2 * b) + 1 by ring,
      Nat.factorial_succ, Nat.factorial_succ]
    push_cast
    linear_combination ((a ! : ℝ) * (b ! : ℝ) ^ 2) * dixonSum_step a b +
      ((a : ℝ) + 2 * b + 1) * ih

/-- Dixon's identity: the alternating sum of cubed binomials of order 2n
equals (-1)^n (3n)!/(n!)³. -/
theorem alternatingCubes_even (n : ℕ) :
    alternatingCubes (2 * n) = (-1) ^ n * (((3 * n)! : ℝ) / (n ! : ℝ) ^ 3) := by
  have h : alternatingCubes (2 * n) = dixonSum n (n + n) := by
    unfold alternatingCubes dixonSum
    refine Finset.sum_congr rfl fun k hk => ?_
    have hk' : k ≤ 2 * n := by
      have := Finset.mem_range.mp hk
      omega
    rw [← two_mul, Nat.choose_symm hk']
    ring
  have c := dixonSum_closed n n
  rw [show n + 2 * n = 3 * n by ring] at c
  have hn : (n ! : ℝ) ^ 3 ≠ 0 := by positivity
  rw [h, ← mul_div_assoc, eq_div_iff hn]
  linear_combination c
```

For odd $j$, the reflection $k\to j-k$ reverses every sign, so the sum equals its own negative.

```lean
/-- For odd j the alternating sum of cubed binomials vanishes. -/
theorem alternatingCubes_odd (n : ℕ) : alternatingCubes (2 * n + 1) = 0 := by
  have h := Finset.sum_range_reflect
    (fun k => (-1 : ℝ) ^ k * ((2 * n + 1).choose k : ℝ) ^ 3) (2 * n + 1 + 1)
  -- the reflection k → j - k reverses every sign
  have h2 : ∑ k ∈ range (2 * n + 1 + 1), (-1 : ℝ) ^ (2 * n + 1 + 1 - 1 - k) *
      ((2 * n + 1).choose (2 * n + 1 + 1 - 1 - k) : ℝ) ^ 3 = -alternatingCubes (2 * n + 1) := by
    unfold alternatingCubes
    rw [← Finset.sum_neg_distrib]
    refine Finset.sum_congr rfl fun k hk => ?_
    have hk' : k ≤ 2 * n + 1 := by
      have := Finset.mem_range.mp hk
      omega
    rw [show 2 * n + 1 + 1 - 1 - k = 2 * n + 1 - k by omega, Nat.choose_symm hk']
    have p : (-1 : ℝ) ^ (2 * n + 1 - k) * (-1) ^ k = -1 := by
      rw [← pow_add, Nat.sub_add_cancel hk', pow_succ, pow_mul]
      norm_num
    have q : (-1 : ℝ) ^ k * (-1) ^ k = 1 := by
      rw [← mul_pow]
      norm_num
    have s : (-1 : ℝ) ^ (2 * n + 1 - k) = -(-1) ^ k := by
      calc (-1 : ℝ) ^ (2 * n + 1 - k)
          = ((-1 : ℝ) ^ (2 * n + 1 - k) * (-1) ^ k) * (-1) ^ k := by rw [mul_assoc, q, mul_one]
        _ = -(-1) ^ k := by rw [p, neg_one_mul]
    rw [s, neg_mul]
  have h3 : -alternatingCubes (2 * n + 1) = alternatingCubes (2 * n + 1) := h2.symm.trans h
  linarith
```

Restoring the prefactor gives the symbol itself; for $j=2$ it is $-\sqrt{2/35}$.

```lean
/-- Closed form of the 3j symbol (j j j; 0 0 0) for j = 2n. -/
theorem threeJZero_even (n : ℕ) :
    threeJZero (2 * n) = (-1) ^ n * √(((2 * n)! : ℝ) ^ 3 / ((6 * n + 1)! : ℝ)) *
      (((3 * n)! : ℝ) / (n ! : ℝ) ^ 3) := by
  unfold threeJZero
  rw [factorial_mul_racahSum, alternatingCubes_even, show 3 * (2 * n) + 1 = 6 * n + 1 by ring]
  ring
```

## Growth of the cancellation

The first theorem here justifies calling the central term the largest.

```lean
/-- No term of the alternating sum for j = 2n exceeds the central one in modulus. -/
theorem central_term_largest (n k : ℕ) :
    |(-1 : ℝ) ^ k * ((2 * n).choose k : ℝ) ^ 3| ≤ ((2 * n).choose n : ℝ) ^ 3 := by
  have h := Nat.choose_le_middle k (2 * n)
  rw [show 2 * n / 2 = n by omega] at h
  have h' : ((2 * n).choose k : ℝ) ≤ ((2 * n).choose n : ℝ) := by exact_mod_cast h
  rw [abs_mul, abs_pow, abs_neg, abs_one, one_pow, one_mul, abs_of_nonneg (by positivity)]
  exact pow_le_pow_left₀ (by positivity) h' 3
```

In the bound, `hm` and `hS` give $|S_n|\le27^n$, while `h4` compares the central binomial with the mean of its row.

```lean
/-- The ratio of the central term's modulus to the modulus of the whole sum for j = 2n is at least
(64/27)^n/(2n+1)³. -/
theorem cancellation_bound (n : ℕ) :
    (64 / 27 : ℝ) ^ n / (2 * (n : ℝ) + 1) ^ 3 ≤
      ((2 * n).choose n : ℝ) ^ 3 / |alternatingCubes (2 * n)| := by
  -- the trinomial coefficient is at most 27^n
  have hm : ∀ m : ℕ, ((3 * m)! : ℝ) ≤ 27 ^ m * (m ! : ℝ) ^ 3 := by
    intro m
    induction m with
    | zero => simp
    | succ m ih =>
      rw [show 3 * (m + 1) = 3 * m + 1 + 1 + 1 by ring, Nat.factorial_succ,
        Nat.factorial_succ, Nat.factorial_succ, Nat.factorial_succ]
      push_cast
      have hc : (3 * (m : ℝ) + 1 + 1 + 1) * ((3 * m + 1 + 1) * (3 * m + 1)) ≤
          27 * ((m : ℝ) + 1) ^ 3 := by
        have h0 : (0 : ℝ) ≤ m := Nat.cast_nonneg m
        nlinarith [mul_nonneg h0 h0]
      calc _ = ((3 * (m : ℝ) + 1 + 1 + 1) * ((3 * m + 1 + 1) * (3 * m + 1))) *
            ((3 * m)! : ℝ) := by ring
        _ ≤ (27 * ((m : ℝ) + 1) ^ 3) * (27 ^ m * (m ! : ℝ) ^ 3) :=
            mul_le_mul hc ih (by positivity) (by positivity)
        _ = _ := by ring
  have habs : |alternatingCubes (2 * n)| = ((3 * n)! : ℝ) / (n ! : ℝ) ^ 3 := by
    rw [alternatingCubes_even, abs_mul, abs_pow, abs_neg, abs_one, one_pow, one_mul,
      abs_of_pos (by positivity)]
  have hpos : 0 < |alternatingCubes (2 * n)| := by
    rw [habs]
    positivity
  have hS : |alternatingCubes (2 * n)| ≤ 27 ^ n := by
    rw [habs, div_le_iff₀ (by positivity)]
    exact hm n
  -- the central binomial is at least the mean of its row
  have h4 : 4 ^ n ≤ (2 * n + 1) * (2 * n).choose n := by
    calc 4 ^ n = ∑ k ∈ range (2 * n + 1), (2 * n).choose k := by
          rw [Nat.sum_range_choose, pow_mul]
          norm_num
      _ ≤ ∑ _k ∈ range (2 * n + 1), (2 * n).choose n := by
          refine Finset.sum_le_sum fun k _ => ?_
          have h := Nat.choose_le_middle k (2 * n)
          rwa [show 2 * n / 2 = n by omega] at h
      _ = (2 * n + 1) * (2 * n).choose n := by simp
  have h4' : (4 : ℝ) ^ n ≤ (2 * (n : ℝ) + 1) * ((2 * n).choose n : ℝ) := by exact_mod_cast h4
  have h64 : (64 : ℝ) ^ n ≤ (2 * (n : ℝ) + 1) ^ 3 * ((2 * n).choose n : ℝ) ^ 3 := by
    calc (64 : ℝ) ^ n = (4 ^ n) ^ 3 := by
          rw [← pow_mul, mul_comm, pow_mul]
          norm_num
      _ ≤ ((2 * (n : ℝ) + 1) * ((2 * n).choose n : ℝ)) ^ 3 :=
          pow_le_pow_left₀ (by positivity) h4' 3
      _ = _ := mul_pow _ _ _
  rw [div_pow, div_div, div_le_div_iff₀ (by positivity) hpos]
  calc _ ≤ ((2 * (n : ℝ) + 1) ^ 3 * ((2 * n).choose n : ℝ) ^ 3) * 27 ^ n :=
        mul_le_mul h64 hS hpos.le (by positivity)
    _ = _ := by ring
```

The phrase `∀ᶠ n : ℕ in Filter.atTop` means "for all sufficiently large $n$"; no threshold is given. The proof uses $2n+1\le3n$ for $n\ge1$ and the fact that $n^3$ divided by a growing exponential tends to zero.

```lean
/-- For every positive c below 64/27, the ratio of the central term's modulus to that of the sum for
j = 2n is at least c^n for all large n. -/
theorem cancellation_exponential {c : ℝ} (hc0 : 0 < c) (hc : c < 64 / 27) :
    ∀ᶠ n : ℕ in Filter.atTop,
      c ^ n ≤ ((2 * n).choose n : ℝ) ^ 3 / |alternatingCubes (2 * n)| := by
  have hr : 1 < (64 / 27 : ℝ) / c := by
    rw [lt_div_iff₀ hc0]
    linarith
  have ht := tendsto_pow_const_div_const_pow_of_one_lt 3 hr
  filter_upwards [ht.eventually_lt_const (show (0 : ℝ) < 1 / 27 by norm_num),
    Filter.eventually_ge_atTop 1] with n hn h1
  refine le_trans ?_ (cancellation_bound n)
  rw [div_lt_iff₀ (by positivity)] at hn
  have h1' : (1 : ℝ) ≤ n := by exact_mod_cast h1
  have hp : (2 * (n : ℝ) + 1) ^ 3 ≤ (3 * n) ^ 3 :=
    pow_le_pow_left₀ (by positivity) (by linarith) 3
  have e : (3 * (n : ℝ)) ^ 3 = 27 * (n : ℝ) ^ 3 := by ring
  have hq : (2 * (n : ℝ) + 1) ^ 3 ≤ (64 / 27 / c) ^ n := by linarith
  rw [le_div_iff₀ (by positivity)]
  calc c ^ n * (2 * (n : ℝ) + 1) ^ 3 ≤ c ^ n * (64 / 27 / c) ^ n :=
        mul_le_mul_of_nonneg_left hq (by positivity)
    _ = (64 / 27) ^ n := by
        rw [← mul_pow]
        congr 1
        field_simp

end

end RacahCancellation
```

```lean
#print axioms RacahCancellation.factorial_mul_racahSum
#print axioms RacahCancellation.threeJZero_even
#print axioms RacahCancellation.central_term_largest
#print axioms RacahCancellation.cancellation_exponential
```

```
'RacahCancellation.factorial_mul_racahSum' depends on axioms: [propext, Classical.choice, Quot.sound]
'RacahCancellation.threeJZero_even' depends on axioms: [propext, Classical.choice, Quot.sound]
'RacahCancellation.central_term_largest' depends on axioms: [propext, Classical.choice, Quot.sound]
'RacahCancellation.cancellation_exponential' depends on axioms: [propext, Classical.choice, Quot.sound]
```
